# A quadrature rule with distinct real nodes preserves the nonnegativity of polynomials exactly when all its weights are nonnegative

A quadrature rule replaces an integral by a finite weighted sum of the integrand's values at chosen nodes. The theorem takes finitely many distinct real nodes and real weights, and says that the sum is nonnegative for every real polynomial nonnegative on the whole line if and only if every weight is nonnegative. The weights need not sum to one, and the rule is not assumed to integrate anything exactly. For the forward direction, the proof tests the rule on a product of squares that vanishes at every node but the `i`-th, so that only the term with `w i` survives. For the converse, it notes that each term of the sum is a product of nonnegative numbers.

In Lean, a first try:

```lean
import Mathlib

open Polynomial

namespace PositiveIffWeightsNonneg

noncomputable section

/-- The quadrature rule with nodes `x i` and weights `w i`, applied to a function `f`. -/
def quadrature {n : ℕ} (x w : Fin n → ℝ) (f : ℝ → ℝ) : ℝ :=
  ∑ i, w i * f (x i)

/-- A quadrature rule with distinct nodes gives a nonnegative value for every polynomial that
is nonnegative on the real line if and only if all its weights are nonnegative. -/
theorem positive_iff_weights_nonneg {n : ℕ} (x w : Fin n → ℝ)
    (hx : Function.Injective x) :
    (∀ p : ℝ[X], (∀ t, 0 ≤ p.eval t) → 0 ≤ quadrature x w (fun t => p.eval t)) ↔
      ∀ i, 0 ≤ w i := by
  constructor
  · intro h i
    -- a squared polynomial that vanishes at every node except the i-th
    let p : ℝ[X] := ∏ j ∈ Finset.univ.erase i, (X - C (x j)) ^ 2
    have hev : ∀ t, p.eval t = ∏ j ∈ Finset.univ.erase i, (t - x j) ^ 2 := by
      intro t
      simp only [p, eval_prod, eval_pow, eval_sub, eval_X, eval_C]
    have hp := h p (fun t => by
      rw [hev]
      exact Finset.prod_nonneg fun j _ => sq_nonneg _)
    have hsum : quadrature x w (fun t => p.eval t) = w i * p.eval (x i) := by
      unfold quadrature
      refine Finset.sum_eq_single i (fun b _ hb => ?_)
        (fun hi => absurd (Finset.mem_univ i) hi)
      have hz : p.eval (x b) = 0 := by
        rw [hev]
        exact Finset.prod_eq_zero (Finset.mem_erase.mpr ⟨hb, Finset.mem_univ b⟩) (by simp)
      rw [hz, mul_zero]
    have hpos : 0 < p.eval (x i) := by
      rw [hev]
      refine Finset.prod_pos fun j hj => ?_
      have hne : x i - x j ≠ 0 :=
        sub_ne_zero.mpr fun e => (Finset.mem_erase.mp hj).1 (hx e).symm
      positivity
    rw [hsum] at hp
    exact le_of_not_gt fun hw => absurd hp (not_le_of_gt (mul_neg_of_neg_of_pos hw hpos))
  · intro hw p hp
    exact Finset.sum_nonneg fun i _ => mul_nonneg (hw i) (hp (x i))

end

end PositiveIffWeightsNonneg
```

The error:

```
Main.lean:36:10: error: Tactic `rewrite` failed: Did not find an occurrence of the pattern
  eval (x b) p
in the target expression
  w b * (fun t => eval t p) (x b) = 0

n : ℕ
x w : Fin n → ℝ
hx : Function.Injective x
h : ∀ (p : ℝ[X]), (∀ (t : ℝ), 0 ≤ eval t p) → 0 ≤ quadrature x w fun t => eval t p
i : Fin n
p : ℝ[X] := ∏ j ∈ Finset.univ.erase i, (X - C (x j)) ^ 2
hev : ∀ (t : ℝ), eval t p = ∏ j ∈ Finset.univ.erase i, (t - x j) ^ 2
hp : 0 ≤ quadrature x w fun t => eval t p
b : Fin n
x✝ : b ∈ Finset.univ
hb : b ≠ i
hz : eval (x b) p = 0
⊢ w b * (fun t => eval t p) (x b) = 0
```

The error says that `rw [hz, mul_zero]` could not find `eval (x b) p`, the left side of `hz`, in the goal. The goal does contain that value, but in the unreduced form `(fun t => eval t p) (x b)`: the polynomial was passed to `quadrature` as a function, and after `unfold quadrature` that function still stands applied to the node. The two expressions are equal by definition, since applying the function just puts `x b` in place of `t`. But `rw` searches for the pattern in the goal as it is written, and does not carry out this application first, so it finds no match.

The added line, `change w b * p.eval (x b) = 0`, restates the goal with the application carried out, which Lean accepts because the two forms are equal by definition. Now `hz` can rewrite the polynomial's value to zero, and `mul_zero` finishes the step. The mathematical argument is unchanged.

The mended proof, as a diff:

```diff
@@ -34,4 +34,5 @@
         rw [hev]
         exact Finset.prod_eq_zero (Finset.mem_erase.mpr ⟨hb, Finset.mem_univ b⟩) (by simp)
+      change w b * p.eval (x b) = 0
       rw [hz, mul_zero]
     have hpos : 0 < p.eval (x i) := by
```
